# Interaction energy of two concentric Gaussian charges: $2\alpha\beta/\big(\sqrt\pi\,\sqrt{\alpha^2+\beta^2}\big)$

For $\alpha,\beta>0$, a Gaussian charge with density $\rho_\alpha(r)=\alpha^3\pi^{-3/2}e^{-\alpha^2r^2}$, placed in the potential $\varphi_\beta(r)=\operatorname{erf}(\beta r)/r$ about the same centre, has the finite interaction energy

$$\int_0^\infty 4\pi r^2\rho_\alpha(r)\,\frac{\operatorname{erf}(\beta r)}{r}\,dr=\frac{2\alpha\beta}{\sqrt\pi\,\sqrt{\alpha^2+\beta^2}} .$$

Such integrals occur when Gaussian compensation charges are used in Ewald sums and electronic-structure methods; the result here concerns one isolated, concentric pair, with no lattice sum. Charges are unit charges in Gaussian units. The parameters are inverse widths: the exponent is $\alpha^2$, whereas basis-set notation often calls the whole exponent $\alpha$.

## The potential $\operatorname{erf}(\beta r)/r$ as an assumption

Physically, $\varphi_\beta$ is the Coulomb potential of $\rho_\beta$. By Gauss's law, the charge inside radius $r$ is $Q(r)=\operatorname{erf}(\beta r)-\frac{2\beta r}{\sqrt\pi}e^{-\beta^2r^2}$, and differentiation gives $\varphi_\beta'(r)=-Q(r)/r^2$, with $\varphi_\beta\to0$ at infinity. In Lean this potential is a definition. Its identification with the Coulomb potential of $\rho_\beta$ rests on the argument just given, without a Lean proof.

```lean
import Mathlib

open MeasureTheory Set Filter Topology
open scoped Real

namespace ConcentricGaussianCharges

noncomputable section
```

The error function `errorFn` is defined by its integral, and `density` writes $\pi^{3/2}$ as `π * √π`.

```lean
/-- The error function, `2/√π` times the integral of `exp(-t²)` from `0` to `x`. -/
def errorFn (x : ℝ) : ℝ := 2 / √π * ∫ t in (0 : ℝ)..x, Real.exp (-t ^ 2)

/-- The Gaussian charge density `α³ π^(-3/2) exp(-α² r²)`. -/
def density (α r : ℝ) : ℝ := α ^ 3 / (π * √π) * Real.exp (-(α * r) ^ 2)

/-- The potential `erf(β r)/r`, for `r ≠ 0`. -/
def potential (β r : ℝ) : ℝ := errorFn (β * r) / r
```

The energy is then a one-dimensional integral over spherical shells. `Ioi (0 : ℝ)` is the open half-line $r>0$. Lean's division by zero sets the potential to $0$ at the origin instead of its limit $2\beta/\sqrt\pi$, but the factor $r^2$ makes the shell energy zero there in either case.

```lean
/-- Energy per unit radius of the shell of the charge `α` at radius `r ≠ 0`
in the potential of the charge `β`. -/
def shellEnergy (α β r : ℝ) : ℝ := 4 * π * r ^ 2 * density α r * potential β r

/-- Interaction energy of two concentric Gaussian charges: the shell energy
integrated over all radii `r > 0`. -/
def coulombEnergy (α β : ℝ) : ℝ := ∫ r in Ioi (0 : ℝ), shellEnergy α β r
```

There is no factor $\tfrac12$ in `coulombEnergy`, because it describes one charge in the potential of another. With a different spherical potential, the shell integral could be written in the same way, but its convergence and value would have to be examined afresh.

## $\alpha>0$: a localised positive charge

This hypothesis makes $\rho_\alpha$ a positive density that decays at large radius. By hand, first simplify the integrand:

$$4\pi r^2\rho_\alpha\varphi_\beta=\frac{4\alpha^3}{\sqrt\pi}\,r\,e^{-\alpha^2r^2}\operatorname{erf}(\beta r).$$

Since $r e^{-\alpha^2r^2}$ is the derivative of $-e^{-\alpha^2r^2}/(2\alpha^2)$, and $\frac{d}{dr}\operatorname{erf}(\beta r)=\frac{2\beta}{\sqrt\pi}e^{-\beta^2r^2}$, integration by parts up to a radius $R$ gives

$$-\frac{2\alpha}{\sqrt\pi}e^{-\alpha^2R^2}\operatorname{erf}(\beta R)+\frac{4\alpha\beta}{\pi}\int_0^R e^{-(\alpha^2+\beta^2)r^2}dr .$$

Put $\gamma=\sqrt{\alpha^2+\beta^2}$. The substitution $t=\gamma r$ turns the last integral into $\frac{\sqrt\pi}{2\gamma}\operatorname{erf}(\gamma R)$, so the energy within $R$ is

$$F(R)=\frac{2\alpha\beta}{\sqrt\pi\,\gamma}\operatorname{erf}(\gamma R)-\frac{2\alpha}{\sqrt\pi}e^{-\alpha^2R^2}\operatorname{erf}(\beta R).$$

This is `energyWithin`.

```lean
/-- Closed form obtained from the shell energy by integration by parts,
for `α` and `β` not both zero. -/
def energyWithin (α β r : ℝ) : ℝ :=
  2 * α * β / (√π * √(α ^ 2 + β ^ 2)) * errorFn (√(α ^ 2 + β ^ 2) * r)
    - 2 * α / √π * (Real.exp (-(α * r) ^ 2) * errorFn (β * r))
```

Three facts about the error function are needed. Its derivative follows from the fundamental theorem of calculus, its limit $1$ from $\int_0^\infty e^{-t^2}dt=\sqrt\pi/2$, and its sign from the positive integrand.

```lean
/-- The slope of the error function is the Gaussian `2 exp(-x²)/√π`. -/
theorem hasDerivAt_errorFn (x : ℝ) :
    HasDerivAt errorFn (2 / √π * Real.exp (-x ^ 2)) x := by
  have hc : Continuous fun t : ℝ => Real.exp (-t ^ 2) := by fun_prop
  exact (hc.integral_hasStrictDerivAt 0 x).hasDerivAt.const_mul (2 / √π)

/-- The error function tends to one at large argument. -/
theorem tendsto_errorFn : Tendsto errorFn atTop (𝓝 1) := by
  have hi := (integrable_exp_neg_mul_sq (b := 1) one_pos).integrableOn (s := Ioi (0 : ℝ))
  have hv := integral_gaussian_Ioi 1
  simp only [neg_mul, one_mul, div_one] at hi hv
  have h := (intervalIntegral_tendsto_integral_Ioi 0 hi tendsto_id).const_mul (2 / √π)
  have hs : √π ≠ 0 := by positivity
  have h1 : 2 / √π * (√π / 2) = 1 := by field_simp
  rw [hv, h1] at h
  exact h

/-- The error function is nonnegative for nonnegative argument. -/
theorem errorFn_nonneg {x : ℝ} (hx : 0 ≤ x) : 0 ≤ errorFn x :=
  mul_nonneg (by positivity)
    (intervalIntegral.integral_nonneg hx fun _ _ => (Real.exp_pos _).le)
```

The simplification of the shell energy is the next lemma, with the origin treated separately.

```lean
/-- The shell energy is `4α³/√π` times `r exp(-α² r²) erf(β r)`. -/
theorem shellEnergy_eq (α β r : ℝ) : shellEnergy α β r =
    4 * α ^ 3 / √π * (r * Real.exp (-(α * r) ^ 2) * errorFn (β * r)) := by
  have hs : √π ≠ 0 := by positivity
  have hp : π ≠ 0 := Real.pi_ne_zero
  by_cases hr : r = 0
  · simp [shellEnergy, hr]
  · unfold shellEnergy density potential
    field_simp
```

Lean then checks the integration by parts in reverse, by differentiating $F$. The chain and product rules give three terms. The step `hsplit` writes $e^{-\gamma^2r^2}=e^{-\alpha^2r^2}e^{-\beta^2r^2}$, after which the two terms without a factor $r$ cancel and the shell energy remains.

```lean
/-- For `α > 0`, the radial derivative of the closed form `energyWithin` is the
shell energy. -/
theorem hasDerivAt_energyWithin {α : ℝ} (hα : 0 < α) (β r : ℝ) :
    HasDerivAt (energyWithin α β) (shellEnergy α β r) r := by
  have hg : √(α ^ 2 + β ^ 2) ≠ 0 := by positivity
  have hg2 : √(α ^ 2 + β ^ 2) ^ 2 = α ^ 2 + β ^ 2 := Real.sq_sqrt (by positivity)
  have hlin (c : ℝ) : HasDerivAt (fun s : ℝ => c * s) c r := by
    simpa using (hasDerivAt_id r).const_mul c
  have herf (c : ℝ) : HasDerivAt (fun s : ℝ => errorFn (c * s))
      (2 / √π * Real.exp (-(c * r) ^ 2) * c) r :=
    (hasDerivAt_errorFn (c * r)).comp r (hlin c)
  have hexp : HasDerivAt (fun s : ℝ => Real.exp (-(α * s) ^ 2))
      (Real.exp (-(α * r) ^ 2) * (-(2 * (α * r) * α))) r :=
    ((hlin α).fun_pow 2).fun_neg.exp.congr_deriv (by norm_num)
  -- the product of the two Gaussians is a Gaussian with exponent α² + β²
  have hsplit : Real.exp (-(√(α ^ 2 + β ^ 2) * r) ^ 2) =
      Real.exp (-(α * r) ^ 2) * Real.exp (-(β * r) ^ 2) := by
    rw [← Real.exp_add]
    congr 1
    linear_combination (-r ^ 2) * hg2
  have hc : ∀ g X : ℝ, g ≠ 0 → 2 * α * β / (√π * g) * (2 / √π * X * g) =
      2 * α / √π * (2 / √π * X * β) := by
    intro g X hg
    have hs : √π ≠ 0 := by positivity
    field_simp
  have h := ((herf √(α ^ 2 + β ^ 2)).const_mul
    (2 * α * β / (√π * √(α ^ 2 + β ^ 2)))).fun_sub
      ((hexp.fun_mul (herf β)).const_mul (2 * α / √π))
  refine h.congr_deriv ?_
  rw [shellEnergy_eq, hsplit]
  linear_combination hc _ (Real.exp (-(α * r) ^ 2) * Real.exp (-(β * r) ^ 2)) hg
```

Here $\alpha>0$ serves only to make $\gamma$ nonzero, and $\beta$ may be any real number. In the limit $R\to\infty$, it also makes $e^{-\alpha^2R^2}$ vanish.

Without the hypothesis, $\alpha=0$ leaves no charge at all, and $\alpha<0$ reverses the sign of the density. Both sides of the energy formula are odd in $\alpha$, so the equality would survive a change of sign, but it would then describe a negative charge.

## $\beta>0$: a positive source of finite width

The second hypothesis makes $\varphi_\beta$ the potential of a positive unit charge. By hand it enters at large radius, where $\operatorname{erf}(\beta R)\to1$. Together with $\operatorname{erf}(0)=0$, $\operatorname{erf}(\gamma R)\to1$ and the Gaussian decay, this gives

$$F(0)=0,\qquad \lim_{R\to\infty}F(R)=\frac{2\alpha\beta}{\sqrt\pi\,\gamma}.$$

It also makes the integrand nonnegative. The energy within $R$ therefore increases towards a finite limit, which establishes convergence as well as the value.

The main theorem has these two parts: `IntegrableOn` states convergence on $r>0$, and the equation gives the energy. In the proof, `hpos` supplies the sign, `hl` the limit and `h0` the value at the origin. Mathlib's theorems on nonnegative derivatives over a half-line then yield both parts.

```lean
/-- For `α, β > 0` the interaction integral of two concentric Gaussian charges converges
and equals `2αβ/(√π √(α²+β²))`. -/
theorem coulombEnergy_eq {α β : ℝ} (hα : 0 < α) (hβ : 0 < β) :
    IntegrableOn (shellEnergy α β) (Ioi 0) ∧
      coulombEnergy α β = 2 * α * β / (√π * √(α ^ 2 + β ^ 2)) := by
  have hg : 0 < √(α ^ 2 + β ^ 2) := by positivity
  have hd : ∀ r ∈ Ici (0 : ℝ), HasDerivAt (energyWithin α β) (shellEnergy α β r) r :=
    fun r _ => hasDerivAt_energyWithin hα β r
  have hpos : ∀ r ∈ Ioi (0 : ℝ), 0 ≤ shellEnergy α β r := by
    intro r hr
    have hr' : 0 < r := hr
    rw [shellEnergy_eq]
    exact mul_nonneg (by positivity)
      (mul_nonneg (by positivity) (errorFn_nonneg (by positivity)))
  -- at large radius only the first term of the closed form survives
  have herf {c : ℝ} (hc : 0 < c) : Tendsto (fun r : ℝ => errorFn (c * r)) atTop (𝓝 1) :=
    tendsto_errorFn.comp (tendsto_id.const_mul_atTop hc)
  have hexp : Tendsto (fun r : ℝ => Real.exp (-(α * r) ^ 2)) atTop (𝓝 0) :=
    Real.tendsto_exp_neg_atTop_nhds_zero.comp
      ((tendsto_pow_atTop two_ne_zero).comp (tendsto_id.const_mul_atTop hα))
  have hl : Tendsto (energyWithin α β) atTop
      (𝓝 (2 * α * β / (√π * √(α ^ 2 + β ^ 2)) * 1 - 2 * α / √π * (0 * 1))) :=
    ((herf hg).const_mul _).sub ((hexp.mul (herf hβ)).const_mul _)
  have h0 : energyWithin α β 0 = 0 := by simp [energyWithin, errorFn]
  refine ⟨integrableOn_Ioi_deriv_of_nonneg' hd hpos hl, ?_⟩
  unfold coulombEnergy
  rw [integral_Ioi_of_hasDerivAt_of_nonneg' hd hpos hl, h0]
  ring
```

At $\beta=0$ the potential vanishes, and for $\beta<0$ it belongs to a negative charge. The energy formula is odd in $\beta$ too, so positivity again fixes the physical reading and the sign used in the convergence argument.

For equal widths, $\gamma=\sqrt2\,\alpha$ and the energy becomes $\sqrt2\,\alpha/\sqrt\pi$. In this form the sign matters: for $\alpha<0$ the integral is positive and the right-hand side negative, so $\alpha\ge0$ is needed. Despite the name `coulombEnergy_self`, this is the energy between two equal charges; the electrostatic energy of a single one is half of it.

```lean
/-- For two Gaussian charges of equal width parameter `α > 0` the interaction energy
is `√2 α/√π`. -/
theorem coulombEnergy_self {α : ℝ} (hα : 0 < α) :
    coulombEnergy α α = √2 * α / √π := by
  have hs : √(2 : ℝ) ^ 2 = 2 := Real.sq_sqrt zero_le_two
  rw [(coulombEnergy_eq hα hα).2, show α ^ 2 + α ^ 2 = 2 * α ^ 2 by ring,
    Real.sqrt_mul zero_le_two, Real.sqrt_sq hα.le,
    div_eq_div_iff (by positivity) (by positivity)]
  linear_combination (-α ^ 2 * √π) * hs
```

If the first charge shrinks to a point, divide numerator and denominator by $\alpha$:

$$\frac{2\beta}{\sqrt\pi\,\sqrt{1+(\beta/\alpha)^2}}\longrightarrow\frac{2\beta}{\sqrt\pi}\qquad(\alpha\to\infty).$$

This is the potential at the centre of the Gaussian. Half of it, $\beta/\sqrt\pi$ per squared charge, is the magnitude of the Ewald self term. The proof uses continuity in $x=\beta/\alpha$ at $x=0$, and applies the main theorem once $\alpha$ is positive.

```lean
/-- As the first Gaussian shrinks to a point (`α → ∞`), its interaction energy with a
Gaussian of parameter `β > 0` tends to `2β/√π`. -/
theorem tendsto_coulombEnergy_point {β : ℝ} (hβ : 0 < β) :
    Tendsto (fun α => coulombEnergy α β) atTop (𝓝 (2 * β / √π)) := by
  have hq : Tendsto (fun α : ℝ => β / α) atTop (𝓝 0) :=
    tendsto_const_nhds.div_atTop tendsto_id
  have hc : ContinuousAt (fun x : ℝ => 2 * β / (√π * √(1 + x ^ 2))) 0 :=
    ContinuousAt.div (by fun_prop) (by fun_prop) (by positivity)
  have h := hc.tendsto.comp hq
  have h0 : 2 * β / (√π * √(1 + (0 : ℝ) ^ 2)) = 2 * β / √π := by simp
  rw [h0] at h
  refine h.congr' ?_
  filter_upwards [eventually_gt_atTop (0 : ℝ)] with α hα
  have hf : α ^ 2 + β ^ 2 = α ^ 2 * (1 + (β / α) ^ 2) := by field_simp
  have hr : √(1 + (β / α) ^ 2) ≠ 0 := by positivity
  rw [(coulombEnergy_eq hα hβ).2, hf, Real.sqrt_mul (sq_nonneg α), Real.sqrt_sq hα.le]
  change 2 * β / (√π * √(1 + (β / α) ^ 2)) = _
  rw [div_eq_div_iff (by positivity) (by positivity)]
  ring
```

The same integration by parts also treats the short-range potential $\operatorname{erfc}(\beta r)/r$, where $\operatorname{erfc}=1-\operatorname{erf}$. The boundary term at the origin now contributes $2\alpha/\sqrt\pi$ and the remaining integral changes sign, so that

$$\int_0^\infty4\pi r^2\rho_\alpha(r)\frac{\operatorname{erfc}(\beta r)}r\,dr=\frac{2\alpha}{\sqrt\pi}\left(1-\frac{\beta}{\sqrt{\alpha^2+\beta^2}}\right).$$

This neighbouring formula rests on the argument just given, without a Lean proof.

## $\alpha\ne\beta$: compensation that leaves a field

Now give the second Gaussian the opposite sign. The net charge is zero, and the electrostatic energy is half the integral of net density times net potential.

```lean
/-- For `α, β > 0`, the electrostatic energy of a Gaussian charge `α` compensated by a concentric
Gaussian charge `β` of opposite sign: half the integral of net density times net potential. -/
def compensatedEnergy (α β : ℝ) : ℝ :=
  1 / 2 * ∫ r in Ioi (0 : ℝ),
    4 * π * r ^ 2 * (density α r - density β r) * (potential α r - potential β r)
```

Write $E_{\alpha\beta}$ for the interaction energy found above. Expanding the product gives

$$\tfrac12\left(E_{\alpha\alpha}+E_{\beta\beta}-E_{\alpha\beta}-E_{\beta\alpha}\right)
=\frac1{\sqrt\pi}\left(\frac{\sqrt2(\alpha+\beta)}2-\frac{2\alpha\beta}{\sqrt{\alpha^2+\beta^2}}\right).$$

Positive $\alpha$ and $\beta$ make all four integrals converge by the main theorem, which is what allows the integral to be split. In Lean, `hk` expands the integrand, `e` and `integral_add` separate the integrals, and the earlier closed forms are inserted. This theorem does not need different widths.

```lean
/-- Closed form of the energy of the compensated pair, for `α, β > 0`. -/
theorem compensatedEnergy_eq {α β : ℝ} (hα : 0 < α) (hβ : 0 < β) :
    compensatedEnergy α β =
      (√2 * (α + β) / 2 - 2 * α * β / √(α ^ 2 + β ^ 2)) / √π := by
  have hI {a b : ℝ} (ha : 0 < a) (hb : 0 < b) :
      Integrable (shellEnergy a b) (volume.restrict (Ioi 0)) := (coulombEnergy_eq ha hb).1
  -- expand into two self terms and two cross terms
  have hk : ∀ r, 4 * π * r ^ 2 * (density α r - density β r) *
      (potential α r - potential β r) = (shellEnergy α α r + shellEnergy β β r) -
        (shellEnergy α β r + shellEnergy β α r) := by
    intro r
    unfold shellEnergy
    ring
  have e : ∫ r in Ioi (0 : ℝ), ((shellEnergy α α r + shellEnergy β β r) -
      (shellEnergy α β r + shellEnergy β α r)) =
      (∫ r in Ioi (0 : ℝ), (shellEnergy α α r + shellEnergy β β r)) -
        ∫ r in Ioi (0 : ℝ), (shellEnergy α β r + shellEnergy β α r) :=
    integral_sub ((hI hα hα).add (hI hβ hβ)) ((hI hα hβ).add (hI hβ hα))
  unfold compensatedEnergy
  simp_rw [hk]
  rw [e, integral_add (hI hα hα) (hI hβ hβ), integral_add (hI hα hβ) (hI hβ hα)]
  change 1 / 2 * (coulombEnergy α α + coulombEnergy β β -
    (coulombEnergy α β + coulombEnergy β α)) = _
  rw [coulombEnergy_self hα, coulombEnergy_self hβ, (coulombEnergy_eq hα hβ).2,
    (coulombEnergy_eq hβ hα).2, add_comm (β ^ 2) (α ^ 2)]
  ring
```

The hypothesis $\alpha\ne\beta$ means that the two densities do not cancel everywhere. It enters through $(\alpha-\beta)^2>0$, which gives $4\alpha\beta<(\alpha+\beta)^2$. The same square gives $(\alpha+\beta)^2\le2(\alpha^2+\beta^2)$, hence $\alpha+\beta\le\sqrt2\,\gamma$. Therefore

$$4\alpha\beta<(\alpha+\beta)^2\le\sqrt2\,\gamma\,(\alpha+\beta),$$

and division by $2\gamma$ shows that the bracket in the closed form is positive. The Lean proof has the same three ingredients: `hd` is the strict square, `h` the bound on $\alpha+\beta$, and `hm` that bound multiplied by $\alpha+\beta$. The final `nlinarith` combines them.

```lean
/-- Two concentric Gaussian unit charges of opposite sign and different width parameters `α, β > 0`
have strictly positive total electrostatic energy. -/
theorem compensatedEnergy_pos {α β : ℝ} (hα : 0 < α) (hβ : 0 < β) (hne : α ≠ β) :
    0 < compensatedEnergy α β := by
  have hd : 0 < (α - β) ^ 2 := by
    have := sub_ne_zero.mpr hne
    positivity
  have h : α + β ≤ √2 * √(α ^ 2 + β ^ 2) := by
    rw [← Real.sqrt_mul zero_le_two, Real.le_sqrt' (by positivity)]
    nlinarith
  have hm := mul_le_mul_of_nonneg_left h (add_pos hα hβ).le
  rw [compensatedEnergy_eq hα hβ]
  refine div_pos (sub_pos.mpr ?_) (by positivity)
  rw [div_lt_iff₀ (by positivity)]
  nlinarith

end

end ConcentricGaussianCharges
```

If $\alpha=\beta$, the net density and net potential vanish at every radius, and the energy is zero. Strict positivity then fails.

```lean
#print axioms ConcentricGaussianCharges.tendsto_coulombEnergy_point
#print axioms ConcentricGaussianCharges.compensatedEnergy_pos
```

```
'ConcentricGaussianCharges.tendsto_coulombEnergy_point' depends on axioms: [propext, Classical.choice, Quot.sound]
'ConcentricGaussianCharges.compensatedEnergy_pos' depends on axioms: [propext, Classical.choice, Quot.sound]
```
